# Decay constant in the central gap of the dimerised chain: unique, at most $|\ln(t_1/t_2)|$, and largest only at $E=0$

## The chain and its conventions

The chain has cells $n\in\mathbb Z$, each with two orbitals, all orthonormal, whose complex amplitudes are $a_n$ and $b_n$. The real hopping $t_1$ joins $a_n$ to $b_n$ inside a cell, and $t_2$ joins $b_{n-1}$ to $a_n$ across cells. Both on-site energies are equal and define the zero of the real energy $E$. The one-electron equations are

$$E\,a_n=t_1b_n+t_2b_{n-1},\qquad E\,b_n=t_1a_n+t_2a_{n+1}.$$

A generalised Bloch state is a solution $(a_n,b_n)=(\alpha z^n,\beta z^n)$ with complex $z\neq0$ and $(\alpha,\beta)\neq(0,0)$, and $z$ is its Bloch factor. Writing $z=e^{ik}$, real $k$ gives a propagating wave, while $|z|\neq1$ gives a wave that decays in one direction and grows in the other. Lengths are counted in cells, so $|z|=e^{-\kappa}$ means that amplitudes fall as $e^{-\kappa n}$ and densities as $e^{-2\kappa n}$. Both hoppings are assumed nonzero, and taking them positive, $t_1,t_2>0$, is then a sign convention which places the gap at the zone boundary $k=\pi$. The squared energy of the evanescent band is

$$F(\kappa)=t_1^2+t_2^2-2t_1t_2\cosh\kappa .$$

## The bound on the decay constant

**Theorem.** Let $t_1,t_2>0$ and $|E|\le|t_1-t_2|$. There is exactly one $\kappa\ge0$ with $E^2=F(\kappa)$. It equals $\ln\!\big(x+\sqrt{x^2-1}\big)$ with $x=(t_1^2+t_2^2-E^2)/(2t_1t_2)$, and it obeys $\kappa\le|\ln(t_1/t_2)|$ with equality exactly at $E=0$. It decreases strictly as $|E|$ grows within this range, and the Bloch factors at energy $E$ are $-e^{\kappa}$ and $-e^{-\kappa}$.

In this non-interacting, one-dimensional, nearest-neighbour model, $\kappa$ sets how fast the amplitude of a gap state can fall off away from an interface or defect, and hence how long a finite piece of the chain must be before the tails of gap states at its two ends overlap little.

**Dispersion relation.** Inserting the Bloch form and dividing by $z^n$ gives

$$E\alpha=p\beta,\qquad E\beta=q\alpha,\qquad p=t_1+t_2/z,\quad q=t_1+t_2z .$$

If $\alpha\ne0$, then $E^2\alpha=Ep\beta=pq\alpha$, so $E^2=pq$; the case $\beta\neq0$ is symmetric. Conversely, if $E^2=pq$, then $(\alpha,\beta)=(p,E)$ solves both equations, and when $p=E=0$ the vector $(0,1)$ does. Expanding,

$$E^2=t_1^2+t_2^2+t_1t_2\,(z+1/z).$$

For $z=e^{ik}$ with real $k$ this reads $E^2=t_1^2+t_2^2+2t_1t_2\cos k$, whose minimum $(t_1-t_2)^2$ lies at $k=\pi$. The interval $|E|\le|t_1-t_2|$ is therefore the central gap together with its edges.

**Bloch factors.** If $E^2=F(\kappa)$, the relation becomes $z+1/z=-(e^\kappa+e^{-\kappa})$. Multiplying by $z$ gives $(z+e^\kappa)(z+e^{-\kappa})=0$, so $z=-e^{\pm\kappa}$, that is $k=\pi\mp i\kappa$.

**Order and zero of $F$.** Since $\cosh$ is even and strictly increasing in $|\kappa|$, and $2t_1t_2>0$,

$$F(\kappa)\le F(\kappa')\iff|\kappa'|\le|\kappa| .$$

At $L=\ln(t_1/t_2)$ one has $2\cosh L=t_1/t_2+t_2/t_1$, so $F(L)=0$. For $|\kappa|>|L|$ the function $F$ is negative, and no real energy belongs to such a $\kappa$.

**Existence.** From $E^2\le(t_1-t_2)^2$ follows $t_1^2+t_2^2-E^2\ge2t_1t_2$, so $x\ge1$. Put $s=\sqrt{x^2-1}$ and $\kappa=\ln(x+s)\ge0$. Because $(x+s)(x-s)=1$, we have $e^{-\kappa}=x-s$, hence $\cosh\kappa=x$ and $F(\kappa)=E^2$.

**Uniqueness, bound and monotonicity.** Two non-negative solutions have equal $F$, so each is at most the other. Next, $F(L)=0\le E^2=F(\kappa)$ gives $\kappa\le|L|$. The reverse inequality $|L|\le\kappa$ is equivalent to $E^2\le0$, that is to $E=0$. Finally, let $|E|<|E'|\le|t_1-t_2|$ with decay constants $\kappa$ and $\kappa'$. If $\kappa\le\kappa'$, then $E'^2=F(\kappa')\le F(\kappa)=E^2$, a contradiction, so $\kappa'<\kappa$.

The two branches $E=\pm\sqrt{F(\kappa)}$ meet at $E=0$, $\kappa=|L|$; for $t_1\neq t_2$, where $F$ has a simple zero, this point is called the branch point. The theorems below locate the maximum of $\kappa$ there and say nothing about analytic continuation in $k$ or about the charge carried by gap states.

**The closing gap.** At the edges $|E|=|t_1-t_2|$ one has $x=1$ and $\kappa=0$, and the two factors merge into $z=-1$, which does not decay. For $t_1=t_2$ the interval shrinks to $E=0$, which is midgap and edge at once, and the bound reads $0\le0$ with equality.

## The chain in Lean

```lean
import Mathlib

open Real

namespace DimerChainComplexBand

noncomputable section
```

The amplitudes are arbitrary functions `ℤ → ℂ`. No normalisation and no boundary condition is imposed, so growing waves are admitted, as they must be for $|z|\ne1$ on an infinite chain.

```lean
/-- Tight-binding equations at energy `E` of the dimerised chain with intracell hopping `t1`,
intercell hopping `t2` and sublattice amplitudes `a n`, `b n`. -/
def IsChainState (t1 t2 E : ℝ) (a b : ℤ → ℂ) : Prop :=
  ∀ n : ℤ, (E : ℂ) * a n = t1 * b n + t2 * b (n - 1) ∧ (E : ℂ) * b n = t1 * a n + t2 * a (n + 1)

/-- Amplitude `γ z ^ n` in cell `n`: a wave multiplied by `z` from one cell to the next. -/
def blochWave (γ z : ℂ) (n : ℤ) : ℂ := γ * z ^ n
```

`HasBlochFactor t1 t2 E z` says that a generalised Bloch state with factor $z$ exists at energy $E$. The pair $(\alpha,\beta)$ is unnormalised; dividing by $\sqrt{|\alpha|^2+|\beta|^2}$ gives unit weight in cell $0$.

```lean
/-- The chain has at energy `E` a solution `(α z ^ n, β z ^ n)` with `(α, β) ≠ (0, 0)`. -/
def HasBlochFactor (t1 t2 E : ℝ) (z : ℂ) : Prop :=
  ∃ α β : ℂ, (α ≠ 0 ∨ β ≠ 0) ∧ IsChainState t1 t2 E (blochWave α z) (blochWave β z)
```

The next three definitions are $F(\kappa)$, $x$ and the closed form of $\kappa$. Lean assigns values to $0^{-1}$ and to square roots of negative numbers, so every theorem about Bloch factors assumes `z ≠ 0` and every theorem about `decayRate` assumes an energy in the gap interval.

```lean
/-- Squared energy of the evanescent band, `t1² + t2² - 2 t1 t2 cosh κ`. -/
def evanescentBand (t1 t2 κ : ℝ) : ℝ := t1 ^ 2 + t2 ^ 2 - 2 * t1 * t2 * cosh κ

/-- The dimensionless parameter `x = (t1² + t2² - E²) / (2 t1 t2)`. -/
def bandParameter (t1 t2 E : ℝ) : ℝ := (t1 ^ 2 + t2 ^ 2 - E ^ 2) / (2 * t1 * t2)

/-- The decay constant in closed form, `ln (x + √(x² - 1))` with `x` the band parameter. -/
def decayRate (t1 t2 E : ℝ) : ℝ :=
  log (bandParameter t1 t2 E + sqrt (bandParameter t1 t2 E ^ 2 - 1))
```

## From the chain equations to the Bloch factors

The shift identities `hm` and `hp` say that stepping one cell back or forward multiplies the wave by $1/z$ or $z$. The forward direction reads the equations in cell $0$, and the backward direction multiplies the two cell equations by $z^n$.

```lean
/-- For waves with factor `z ≠ 0` the chain equations are equivalent to two linear equations
for the cell amplitudes `α`, `β`. -/
theorem chainState_blochWave_iff (t1 t2 E : ℝ) {z : ℂ} (hz : z ≠ 0) (α β : ℂ) :
    IsChainState t1 t2 E (blochWave α z) (blochWave β z) ↔
      (E : ℂ) * α = (t1 + t2 * z⁻¹) * β ∧ (E : ℂ) * β = (t1 + t2 * z) * α := by
  have hm : ∀ γ n, blochWave γ z (n - 1) = blochWave γ z n * z⁻¹ := by
    intro γ n; unfold blochWave; rw [zpow_sub_one₀ hz]; ring
  have hp : ∀ γ n, blochWave γ z (n + 1) = blochWave γ z n * z := by
    intro γ n; unfold blochWave; rw [zpow_add_one₀ hz]; ring
  have h0 : ∀ γ, blochWave γ z 0 = γ := by
    intro γ; simp [blochWave]
  constructor
  · intro h
    obtain ⟨ha, hb⟩ := h 0
    rw [hm β 0, h0 α, h0 β] at ha
    rw [hp α 0, h0 α, h0 β] at hb
    exact ⟨by linear_combination ha, by linear_combination hb⟩
  · rintro ⟨ha, hb⟩ n
    rw [hm β n, hp α n]
    unfold blochWave
    exact ⟨by linear_combination z ^ n * ha, by linear_combination z ^ n * hb⟩
```

After the names `p`, `q`, `e` are introduced for $p$, $q$, $E$, the argument is the one given above. The combination `e * ha + p * hb` yields $E^2\alpha=pq\alpha$, and the witnesses for the converse are $(p,E)$ and $(0,1)$. The first has the normalised form $(p,E)/\sqrt{|p|^2+E^2}$, and the second lives on the $b$ sublattice alone. No condition on the hoppings enters.

```lean
/-- Complex dispersion relation: a nonzero `z` is a Bloch factor at energy `E` exactly when
`E² = (t1 + t2 / z) (t1 + t2 z)`. -/
theorem hasBlochFactor_iff (t1 t2 E : ℝ) {z : ℂ} (hz : z ≠ 0) :
    HasBlochFactor t1 t2 E z ↔ (E : ℂ) ^ 2 = (t1 + t2 * z⁻¹) * (t1 + t2 * z) := by
  unfold HasBlochFactor
  simp only [chainState_blochWave_iff t1 t2 E hz]
  generalize (t1 : ℂ) + t2 * z⁻¹ = p
  generalize (t1 : ℂ) + t2 * z = q
  generalize (E : ℂ) = e
  constructor
  · rintro ⟨α, β, h | h, ha, hb⟩
    · exact mul_right_cancel₀ h (by linear_combination e * ha + p * hb)
    · exact mul_right_cancel₀ h (by linear_combination e * hb + q * ha)
  · intro h
    by_cases hn : p ≠ 0 ∨ e ≠ 0
    · exact ⟨p, e, hn, by ring, by linear_combination h⟩
    · -- `p = 0` and `E = 0`: the state lives on the `b` sublattice
      have hp : p = 0 := by
        by_contra hp; exact hn (Or.inl hp)
      have he : e = 0 := by
        by_contra he; exact hn (Or.inr he)
      exact ⟨0, 1, Or.inr one_ne_zero, by simp [hp], by simp [he]⟩
```

Here $\kappa$ is any real solution of $E^2=F(\kappa)$, and the hoppings need only be nonzero. With `u`, `v`, `w` standing for $e^\kappa$, $e^{-\kappa}$, $1/z$, subject to $uv=1$ and $zw=1$, the goal is rewritten as $(z+u)(z+v)=0$. The first `linear_combination` is the multiplication by $z$, with the factor $t_1t_2$ cancelled, and the second multiplies back by $1/z$.

```lean
/-- If `E² = t1² + t2² - 2 t1 t2 cosh κ` with nonzero hoppings, the nonzero Bloch factors at
energy `E` are exactly `-e^κ` and `-e^(-κ)`. -/
theorem hasBlochFactor_iff_evanescent {t1 t2 E κ : ℝ} (h1 : t1 ≠ 0) (h2 : t2 ≠ 0)
    (hκ : E ^ 2 = evanescentBand t1 t2 κ) {z : ℂ} (hz : z ≠ 0) :
    HasBlochFactor t1 t2 E z ↔ z = -((exp κ : ℝ) : ℂ) ∨ z = -((exp (-κ) : ℝ) : ℂ) := by
  have hr : E ^ 2 = t1 ^ 2 + t2 ^ 2 - t1 * t2 * (exp κ + exp (-κ)) := by
    rw [hκ, evanescentBand, Real.cosh_eq]; ring
  have huv : exp κ * exp (-κ) = 1 := by rw [← Real.exp_add]; simp
  have hzw : z * z⁻¹ = 1 := mul_inv_cancel₀ hz
  rw [hasBlochFactor_iff t1 t2 E hz]
  generalize exp (-κ) = v at hr huv ⊢
  generalize exp κ = u at hr huv ⊢
  generalize z⁻¹ = w at hzw ⊢
  have hE : (E : ℂ) ^ 2 = t1 ^ 2 + t2 ^ 2 - t1 * t2 * (u + v) := by exact_mod_cast hr
  have huv' : (u : ℂ) * v = 1 := by exact_mod_cast huv
  have ht : (t1 : ℂ) * t2 ≠ 0 := by exact_mod_cast mul_ne_zero h1 h2
  -- the dispersion relation is the quadratic `(z + e^κ)(z + e^(-κ)) = 0`
  rw [← add_eq_zero_iff_eq_neg, ← add_eq_zero_iff_eq_neg, ← mul_eq_zero]
  constructor
  · intro h
    apply mul_left_cancel₀ ht
    linear_combination z * hE - z * h + t1 * t2 * huv' - (t1 * t2 + z * t2 ^ 2) * hzw
  · intro hq
    linear_combination hE - t1 * t2 * w * hq + (t1 * t2 * (u + v + z) - t2 ^ 2) * hzw
      + t1 * t2 * w * huv'
```

## Order, zero and inverse of the evanescent band

`Real.cosh_le_cosh` converts $|\kappa'|\le|\kappa|$ into $\cosh\kappa'\le\cosh\kappa$, and multiplication by $2t_1t_2>0$ does the rest. Uniqueness, the bound and the monotonicity all rest on this equivalence.

```lean
/-- For positive hoppings, the squared energy at `κ` is at most that at `κ'` exactly when
`|κ'| ≤ |κ|`. -/
theorem evanescentBand_le_iff {t1 t2 : ℝ} (h1 : 0 < t1) (h2 : 0 < t2) (κ κ' : ℝ) :
    evanescentBand t1 t2 κ ≤ evanescentBand t1 t2 κ' ↔ |κ'| ≤ |κ| := by
  have hp : 0 < 2 * t1 * t2 := by positivity
  rw [← Real.cosh_le_cosh]
  unfold evanescentBand
  constructor
  · intro h
    exact le_of_mul_le_mul_left (a := 2 * t1 * t2) (by linarith) hp
  · intro h
    have := mul_le_mul_of_nonneg_left h hp.le
    linarith
```

Substituting $e^{L}=t_1/t_2$ and clearing denominators gives $F(L)=0$.

```lean
/-- For positive hoppings the squared energy of the evanescent band vanishes at `κ = ln (t1 / t2)`.
-/
theorem evanescentBand_log {t1 t2 : ℝ} (h1 : 0 < t1) (h2 : 0 < t2) :
    evanescentBand t1 t2 (log (t1 / t2)) = 0 := by
  have := h1.ne'
  have := h2.ne'
  unfold evanescentBand
  rw [Real.cosh_eq, Real.exp_neg, Real.exp_log (div_pos h1 h2)]
  field_simp
  ring
```

In the existence step `hx` is $x\ge1$, `hs` is $s^2=x^2-1$, and `hinv` is $(x+s)^{-1}=x-s$. The last line uses the definition of $x$ with its denominator cleared.

```lean
/-- For positive hoppings and `|E| ≤ |t1 - t2|` the closed-form decay constant is non-negative and
solves `E² = t1² + t2² - 2 t1 t2 cosh κ`. -/
theorem decayRate_spec {t1 t2 E : ℝ} (h1 : 0 < t1) (h2 : 0 < t2) (hE : |E| ≤ |t1 - t2|) :
    0 ≤ decayRate t1 t2 E ∧ E ^ 2 = evanescentBand t1 t2 (decayRate t1 t2 E) := by
  have hp : 0 < 2 * t1 * t2 := by positivity
  have hE2 : E ^ 2 ≤ (t1 - t2) ^ 2 := sq_le_sq.mpr hE
  have hx : 1 ≤ bandParameter t1 t2 E := by
    unfold bandParameter; rw [le_div_iff₀ hp]; nlinarith
  have hxe : bandParameter t1 t2 E * (2 * t1 * t2) = t1 ^ 2 + t2 ^ 2 - E ^ 2 :=
    div_mul_cancel₀ _ hp.ne'
  unfold decayRate
  generalize bandParameter t1 t2 E = x at hx hxe ⊢
  have hs0 := Real.sqrt_nonneg (x ^ 2 - 1)
  have hs : sqrt (x ^ 2 - 1) ^ 2 = x ^ 2 - 1 := Real.sq_sqrt (by nlinarith)
  generalize sqrt (x ^ 2 - 1) = s at hs0 hs ⊢
  have hy : 0 < x + s := by linarith
  -- `e^κ = x + s` and `e^(-κ) = x - s`, so `cosh κ = x`
  have hinv : (x + s)⁻¹ = x - s := inv_eq_of_mul_eq_one_right (by linear_combination -hs)
  refine ⟨Real.log_nonneg (by linarith), ?_⟩
  unfold evanescentBand
  rw [Real.cosh_eq, Real.exp_neg, Real.exp_log hy, hinv]
  linear_combination hxe
```

## Uniqueness, maximum at midgap and range of validity

The main theorem covers both dimerisations, $t_1\ge t_2$ and $t_1\le t_2$. Its first part states that exactly one $\kappa\ge0$ solves $E^2=F(\kappa)$; the sign condition removes the partner $-\kappa$. Its second part states that any such $\kappa$ equals `decayRate t1 t2 E`, is at most $|L|$, and equals $|L|$ if and only if $E=0$. In `huniq` the equality of the two values of $F$ is read as two inequalities, and the order equivalence is applied to each. After rewriting, `hle` reads $0\le E^2\iff\kappa\le|L|$ and `hge` reads $E^2\le0\iff|L|\le\kappa$, and these two give the bound and the equality case.

```lean
/-- For positive hoppings and `|E| ≤ |t1 - t2|` there is a unique `κ ≥ 0` with
`E² = t1² + t2² - 2 t1 t2 cosh κ`; it equals the closed form and is at most `|ln (t1 / t2)|`,
with equality exactly at `E = 0`. -/
theorem decay_constant_in_gap {t1 t2 E : ℝ} (h1 : 0 < t1) (h2 : 0 < t2)
    (hE : |E| ≤ |t1 - t2|) :
    (∃! κ : ℝ, 0 ≤ κ ∧ E ^ 2 = evanescentBand t1 t2 κ) ∧
    ∀ κ : ℝ, 0 ≤ κ → E ^ 2 = evanescentBand t1 t2 κ →
      κ = decayRate t1 t2 E ∧ κ ≤ |log (t1 / t2)| ∧ (κ = |log (t1 / t2)| ↔ E = 0) := by
  obtain ⟨hd0, hd⟩ := decayRate_spec h1 h2 hE
  have huniq : ∀ κ : ℝ, 0 ≤ κ → E ^ 2 = evanescentBand t1 t2 κ → κ = decayRate t1 t2 E := by
    intro κ h0 hκ
    have ha := (evanescentBand_le_iff h1 h2 _ _).1 (hκ.symm.trans hd).le
    have hb := (evanescentBand_le_iff h1 h2 _ _).1 (hκ.symm.trans hd).ge
    rw [abs_of_nonneg h0, abs_of_nonneg hd0] at ha hb
    exact le_antisymm hb ha
  refine ⟨⟨_, ⟨hd0, hd⟩, fun κ h => huniq κ h.1 h.2⟩, fun κ h0 hκ => ?_⟩
  -- compare `E² ≥ 0` with the zero of the band at `ln (t1 / t2)`
  have hle := evanescentBand_le_iff h1 h2 (log (t1 / t2)) κ
  have hge := evanescentBand_le_iff h1 h2 κ (log (t1 / t2))
  rw [evanescentBand_log h1 h2, ← hκ, abs_of_nonneg h0] at hle hge
  have hb := hle.1 (sq_nonneg E)
  refine ⟨huniq κ h0 hκ, hb, fun h => ?_, fun h => ?_⟩
  · exact (pow_eq_zero_iff two_ne_zero).1 (le_antisymm (hge.2 h.ge) (sq_nonneg E))
  · exact le_antisymm hb (hge.1 (by simp [h]))
```

Strict decrease follows by contradiction, exactly as above.

```lean
/-- For positive hoppings and `|E| < |E'| ≤ |t1 - t2|` the closed-form decay constant at `E'` is
strictly smaller than at `E`. -/
theorem decayRate_lt {t1 t2 E E' : ℝ} (h1 : 0 < t1) (h2 : 0 < t2)
    (hlt : |E| < |E'|) (hE' : |E'| ≤ |t1 - t2|) :
    decayRate t1 t2 E' < decayRate t1 t2 E := by
  obtain ⟨hd0, hd⟩ := decayRate_spec h1 h2 (hlt.le.trans hE')
  obtain ⟨hd0', hd'⟩ := decayRate_spec h1 h2 hE'
  have h := evanescentBand_le_iff h1 h2 (decayRate t1 t2 E') (decayRate t1 t2 E)
  rw [← hd, ← hd', abs_of_nonneg hd0, abs_of_nonneg hd0', sq_le_sq] at h
  exact lt_of_not_ge fun hc => absurd (h.2 hc) (not_le_of_gt hlt)
```

Comparing any real $\kappa$ with $\kappa'=0$, where $F(0)=(t_1-t_2)^2$, shows that the gap condition is necessary; that it is sufficient is part of `decayRate_spec`. This concerns the branch $z=-e^{\pm\kappa}$ only. Energies beyond the outer band edges, $|E|>t_1+t_2$, also admit decaying waves, there with $z>0$, and none of the statements on $\kappa$ applies to them. The statement that $\kappa$ is largest at $E=0$ thus compares energies within the central gap.

```lean
/-- For positive hoppings a real `κ` with `E² = t1² + t2² - 2 t1 t2 cosh κ` exists exactly when
`|E| ≤ |t1 - t2|`. -/
theorem exists_decay_iff_in_gap {t1 t2 : ℝ} (h1 : 0 < t1) (h2 : 0 < t2) (E : ℝ) :
    (∃ κ : ℝ, E ^ 2 = evanescentBand t1 t2 κ) ↔ |E| ≤ |t1 - t2| := by
  refine ⟨fun ⟨κ, hκ⟩ => ?_, fun hE => ⟨_, (decayRate_spec h1 h2 hE).2⟩⟩
  have h := (evanescentBand_le_iff h1 h2 κ 0).2 (by simp)
  have h0 : evanescentBand t1 t2 0 = (t1 - t2) ^ 2 := by
    unfold evanescentBand; rw [Real.cosh_zero]; ring
  rwa [← hκ, h0, sq_le_sq] at h
```

The last theorem treats $t_2>0$ and $|E|\le t_1-t_2$. These force $t_1\ge t_2>0$, which is `h21` and `h1`, so $L\ge0$ and the absolute value disappears; the strict inequality $t_1>t_2$ is not required. It states that the nonzero Bloch factors are exactly $-e^{\pm\kappa}$ with $\kappa$ the closed form, that $\kappa\le\ln(t_1/t_2)$, and that equality holds exactly at $E=0$. Uniqueness of $\kappa$ is not repeated, being part of `decay_constant_in_gap`.

```lean
/-- For `t2 > 0` and `|E| ≤ t1 - t2` the nonzero Bloch factors are `-e^κ` and `-e^(-κ)` with `κ`
the closed-form decay constant, and `κ ≤ ln (t1 / t2)` with equality exactly at `E = 0`. -/
theorem gap_state_decay {t1 t2 E : ℝ} (h2 : 0 < t2) (hE : |E| ≤ t1 - t2) :
    (∀ z : ℂ, z ≠ 0 → (HasBlochFactor t1 t2 E z ↔
      z = -((exp (decayRate t1 t2 E) : ℝ) : ℂ) ∨ z = -((exp (-decayRate t1 t2 E) : ℝ) : ℂ))) ∧
    decayRate t1 t2 E ≤ log (t1 / t2) ∧ (decayRate t1 t2 E = log (t1 / t2) ↔ E = 0) := by
  have h21 : t2 ≤ t1 := by linarith [abs_nonneg E]
  have h1 : 0 < t1 := lt_of_lt_of_le h2 h21
  have hE' : |E| ≤ |t1 - t2| := hE.trans (le_abs_self _)
  obtain ⟨hd0, hd⟩ := decayRate_spec h1 h2 hE'
  have hL : 0 ≤ log (t1 / t2) := Real.log_nonneg (by rw [le_div_iff₀ h2]; linarith)
  have h := ((decay_constant_in_gap h1 h2 hE').2 _ hd0 hd).2
  rw [abs_of_nonneg hL] at h
  exact ⟨fun z hz => hasBlochFactor_iff_evanescent h1.ne' h2.ne' hd hz, h⟩

end

end DimerChainComplexBand
```

```lean
#print axioms DimerChainComplexBand.decay_constant_in_gap
-- 'DimerChainComplexBand.decay_constant_in_gap' depends on axioms: [propext, Classical.choice, Quot.sound]
#print axioms DimerChainComplexBand.decayRate_lt
-- 'DimerChainComplexBand.decayRate_lt' depends on axioms: [propext, Classical.choice, Quot.sound]
#print axioms DimerChainComplexBand.exists_decay_iff_in_gap
-- 'DimerChainComplexBand.exists_decay_iff_in_gap' depends on axioms: [propext, Classical.choice, Quot.sound]
#print axioms DimerChainComplexBand.gap_state_decay
-- 'DimerChainComplexBand.gap_state_decay' depends on axioms: [propext, Classical.choice, Quot.sound]
```

The chain is infinite and perfect. No interface, second material or matching condition appears, so the theorems tell which exponentials are available at a given energy, not whether a particular junction has a state there.

## The transfer matrix as an alternative starting point

The following comparison is ordinary algebra and is not among the theorems above. Solving the chain equations for $(a_{n+1},b_n)$ in terms of $(a_n,b_{n-1})$ gives the matrix

$$T=\begin{pmatrix}\dfrac{E^2-t_1^2}{t_1t_2}&-\dfrac{E}{t_1}\\[2mm]\dfrac{E}{t_1}&-\dfrac{t_2}{t_1}\end{pmatrix},\qquad\det T=1,\qquad\operatorname{tr}T=-2x .$$

Its eigenvalues solve $z^2+2xz+1=0$ and are the Bloch factors, so $\kappa$ and its bound would be unchanged. This description needs nonzero hoppings from the start, whereas `hasBlochFactor_iff` does not. In return it describes every solution of the chain equations. At a gap edge with $t_1\neq t_2$, $T$ has the double eigenvalue $-1$ and is not diagonalisable, and the second solution grows linearly in $n$. That solution is not of the form $(\alpha z^n,\beta z^n)$, and `HasBlochFactor` does not describe it.
